# $H^2\ge gH$ as a test for the spectral gap and a bound on the distance to the kernel, for finite-dimensional $H\ge0$

A trial state has an energy slightly above a known ground-state energy. How much of it can lie outside the ground space? The answer depends on the gap, which may itself be unknown. With the ground energy shifted to zero, the operator inequality $H^2\ge gH$ supplies a lower bound $g$ on the gap without diagonalising $H$.

```lean
import Mathlib

open scoped InnerProductSpace

namespace GapCertificate

noncomputable section

variable {E : Type*} [NormedAddCommGroup E] [InnerProductSpace ℂ E]
```

Write $E(x)=\operatorname{Re}\langle x,Hx\rangle$. In Lean this is `energy`, and the letter `E` there is the vector space. For symmetric $H$ the expectation value in an unnormalised $x\ne0$ is $E(x)/\|x\|^2$.

```lean
/-- The real part of `⟨x, H x⟩`; for symmetric `H` this is `⟨x, H x⟩` itself. -/
def energy (H : E →ₗ[ℂ] E) (x : E) : ℝ := (⟪x, H x⟫_ℂ).re
```

`HasGap` means that $g$ is a lower bound on the nonzero eigenvalues, not that it equals the gap. Real $\mu$ suffice because a symmetric $H$ has only real eigenvalues.

```lean
/-- Every nonzero real eigenvalue of `H` is at least `g`. -/
def HasGap (H : E →ₗ[ℂ] E) (g : ℝ) : Prop :=
  ∀ μ : ℝ, μ ≠ 0 → Module.End.HasEigenvalue H (μ : ℂ) → g ≤ μ
```

`Certificate` is the condition $H^2-gH\ge0$. Mathlib's `IsPositive` comprises symmetry and a nonnegative quadratic form.

```lean
/-- The operator `H² - g H` is positive semidefinite. -/
def Certificate (H : E →ₗ[ℂ] E) (g : ℝ) : Prop :=
  (H ∘ₗ H - (g : ℂ) • H).IsPositive
```

## Symmetry: $H$ is an observable

Symmetry moves one $H$ across the inner product:
$$\langle x,(H^2-gH)x\rangle=\|Hx\|^2-gE(x).$$
The certificate therefore says $gE(x)\le\|Hx\|^2$ for all $x$. In the proof, `key` is this identity, and the converse also checks that $H^2-gH$ is symmetric. Without symmetry the equivalence can fail: $H=i$ on $\mathbb C$ satisfies the norm inequality, but $H^2-gH=-1-ig$ is not positive.

```lean
/-- For a symmetric `H`, the operator `H² - g H` is positive semidefinite exactly when
`g ⟨x, H x⟩ ≤ ‖H x‖²` for every vector `x`. -/
theorem certificate_iff_norm {H : E →ₗ[ℂ] E} (hs : H.IsSymmetric) (g : ℝ) :
    Certificate H g ↔ ∀ x, g * energy H x ≤ ‖H x‖ ^ 2 := by
  have key : ∀ x, (⟪(H ∘ₗ H - (g : ℂ) • H) x, x⟫_ℂ).re
      = ‖H x‖ ^ 2 - g * energy H x := by
    intro x
    have hn : (⟪H x, H x⟫_ℂ).re = ‖H x‖ ^ 2 := inner_self_eq_norm_sq (𝕜 := ℂ) (H x)
    simp only [LinearMap.sub_apply, LinearMap.comp_apply, LinearMap.smul_apply,
      inner_sub_left, inner_smul_left, Complex.conj_ofReal]
    rw [hs (H x) x, hs x x, Complex.sub_re, Complex.re_ofReal_mul, hn, energy]
  constructor
  · intro h x
    have h2 : 0 ≤ (⟪(H ∘ₗ H - (g : ℂ) • H) x, x⟫_ℂ).re := h.2 x
    rw [key] at h2
    linarith
  · intro h
    refine ⟨fun x y => ?_, fun x => ?_⟩
    · simp only [LinearMap.sub_apply, LinearMap.comp_apply, LinearMap.smul_apply,
        inner_sub_left, inner_sub_right, inner_smul_left, inner_smul_right,
        Complex.conj_ofReal]
      rw [hs (H x) y, hs x (H y), hs x y]
    · change 0 ≤ (⟪(H ∘ₗ H - (g : ℂ) • H) x, x⟫_ℂ).re
      rw [key]
      linarith [h x]
```

If $Hv=\mu v$ with $\mu$ real, then $E(v)=\mu\|v\|^2$.

```lean
/-- An eigenvector `v` with real eigenvalue `μ` has energy `μ ‖v‖²`. -/
theorem energy_eigenvector {H : E →ₗ[ℂ] E} {μ : ℝ} {v : E} (hv : H v = (μ : ℂ) • v) :
    energy H v = μ * ‖v‖ ^ 2 := by
  have hn : (⟪v, v⟫_ℂ).re = ‖v‖ ^ 2 := inner_self_eq_norm_sq (𝕜 := ℂ) v
  rw [energy, hv, inner_smul_right, Complex.re_ofReal_mul, hn]
```

## Finite dimension: finitely many levels

A symmetric $H$ now has an orthonormal eigenbasis $e_i$ with eigenvalues $\lambda_i$. Put $c_i=\langle e_i,x\rangle$. Since $\langle e_i,Hx\rangle=\lambda_ic_i$,
$$E(x)=\sum_i\lambda_i|c_i|^2,\qquad \|Hx\|^2=\sum_i\lambda_i^2|c_i|^2.$$
The next lemma proves the first expansion; the second is used inside the theorem after it. In infinite dimension the eigenvalue condition can miss continuous spectrum: multiplication by position on $L^2[0,1]$ has no eigenvalues, yet fails the certificate for every $g>0$.

```lean
variable [FiniteDimensional ℂ E]

/-- The energy of a symmetric operator is the sum of its eigenvalues weighted by the
squared overlaps of the vector with an orthonormal eigenbasis. -/
theorem energy_eq_sum {H : E →ₗ[ℂ] E} (hs : H.IsSymmetric) (x : E) :
    energy H x = ∑ i : Fin (Module.finrank ℂ E),
      hs.eigenvalues rfl i * ‖⟪hs.eigenvectorBasis rfl i, x⟫_ℂ‖ ^ 2 := by
  rw [energy, ← (hs.eigenvectorBasis rfl).sum_inner_mul_inner x (H x), Complex.re_sum]
  apply Finset.sum_congr rfl
  intro i _
  have hb : H (hs.eigenvectorBasis rfl i)
      = ((hs.eigenvalues rfl i : ℝ) : ℂ) • hs.eigenvectorBasis rfl i :=
    hs.apply_eigenvectorBasis rfl i
  rw [← hs (hs.eigenvectorBasis rfl i) x, hb, inner_smul_left, Complex.conj_ofReal,
    ← inner_conj_symm x (hs.eigenvectorBasis rfl i), ← Complex.normSq_eq_norm_sq,
    Complex.normSq_apply]
  generalize ⟪hs.eigenvectorBasis rfl i, x⟫_ℂ = c
  simp only [Complex.mul_re, Complex.mul_im, Complex.conj_re, Complex.conj_im,
    Complex.ofReal_re, Complex.ofReal_im]
  ring
```

## Positivity: no level below zero

For an eigenvector $v$, $\mu\|v\|^2=E(v)\ge0$ gives $\mu\ge0$ (`hnn`). If $\mu\ne0$, the certificate at $v$ reads $g\mu\|v\|^2\le\mu^2\|v\|^2$, and division by $\mu\|v\|^2>0$ gives $g\le\mu$. Conversely, the gap condition makes each $\lambda_i$ either zero or at least $g$, so $\lambda_i(\lambda_i-g)\ge0$. Multiplying by $|c_i|^2$ and summing gives the certificate; `Finset.sum_le_sum` makes this comparison.

Without positivity, $H=-1$ and $g=1$ give $H^2-gH=2\ge0$ although the eigenvalue $-1$ is below $g$.

```lean
/-- For positive semidefinite `H`, the operator `H² - g H` is positive semidefinite
exactly when every nonzero eigenvalue of `H` is at least `g`. -/
theorem certificate_iff_gap {H : E →ₗ[ℂ] E} (hH : H.IsPositive) (g : ℝ) :
    Certificate H g ↔ HasGap H g := by
  have hs := hH.1
  -- eigenvalues of a positive semidefinite operator are nonnegative
  have hnn : ∀ μ : ℝ, Module.End.HasEigenvalue H (μ : ℂ) → 0 ≤ μ := by
    intro μ hμ
    obtain ⟨v, hv⟩ := hμ.exists_hasEigenvector
    have hpos : 0 < ‖v‖ ^ 2 := pow_pos (norm_pos_iff.mpr hv.2) 2
    have hE : 0 ≤ (⟪H v, v⟫_ℂ).re := hH.2 v
    rw [hs v v] at hE
    change 0 ≤ energy H v at hE
    rw [energy_eigenvector hv.apply_eq_smul] at hE
    exact le_of_mul_le_mul_right (by linarith : 0 * ‖v‖ ^ 2 ≤ μ * ‖v‖ ^ 2) hpos
  rw [certificate_iff_norm hs]
  constructor
  · -- test the certificate on an eigenvector
    intro h μ h0 hμ
    have hp : 0 < μ := lt_of_le_of_ne (hnn μ hμ) (Ne.symm h0)
    obtain ⟨v, hv⟩ := hμ.exists_hasEigenvector
    have hpos : 0 < ‖v‖ ^ 2 := pow_pos (norm_pos_iff.mpr hv.2) 2
    have h1 := h v
    rw [energy_eigenvector hv.apply_eq_smul, hv.apply_eq_smul, norm_smul, mul_pow,
      Complex.norm_real, Real.norm_eq_abs, sq_abs] at h1
    exact le_of_mul_le_mul_right
      (by linarith : g * (μ * ‖v‖ ^ 2) ≤ μ * (μ * ‖v‖ ^ 2)) (mul_pos hp hpos)
  · -- compare the two eigenbasis expansions term by term
    intro h x
    rw [energy_eq_sum hs, ← (hs.eigenvectorBasis rfl).sum_sq_norm_inner_right (H x),
      Finset.mul_sum]
    apply Finset.sum_le_sum
    intro i _
    have hb : H (hs.eigenvectorBasis rfl i)
        = ((hs.eigenvalues rfl i : ℝ) : ℂ) • hs.eigenvectorBasis rfl i :=
      hs.apply_eigenvectorBasis rfl i
    rw [← hs (hs.eigenvectorBasis rfl i) x, hb, inner_smul_left, Complex.conj_ofReal,
      norm_mul, mul_pow, Complex.norm_real, Real.norm_eq_abs, sq_abs]
    have hev := hs.hasEigenvalue_eigenvalues rfl i
    by_cases h0 : hs.eigenvalues rfl i = 0
    · simp [h0]
    · have key : ∀ l c : ℝ, 0 ≤ l → g ≤ l → 0 ≤ c → g * (l * c) ≤ l ^ 2 * c := by
        intro l c hl hgl hc
        nlinarith [mul_nonneg (mul_nonneg hl (sub_nonneg.2 hgl)) hc]
      exact key _ _ (hnn _ hev) (h _ h0 hev) (sq_nonneg _)
```

## The gap condition: every excitation costs at least $g$

Let $y$ be orthogonal to $\ker H$. Its overlaps with zero modes vanish, so
$$E(y)=\sum_{\lambda_i\ne0}\lambda_i|\langle e_i,y\rangle|^2\ge g\|y\|^2.$$
The proof splits on `h0`, whether $\lambda_i=0$. An eigenvector with $0<\mu<g$ would violate the bound.

```lean
/-- If every nonzero eigenvalue of a symmetric `H` is at least `g`, then a vector `y`
orthogonal to the kernel has energy at least `g ‖y‖²`. -/
theorem energy_ge_of_orthogonal {H : E →ₗ[ℂ] E} (hs : H.IsSymmetric) {g : ℝ}
    (hgap : HasGap H g) {y : E} (hy : y ∈ (LinearMap.ker H)ᗮ) :
    g * ‖y‖ ^ 2 ≤ energy H y := by
  rw [energy_eq_sum hs, ← (hs.eigenvectorBasis rfl).sum_sq_norm_inner_right y,
    Finset.mul_sum]
  apply Finset.sum_le_sum
  intro i _
  by_cases h0 : hs.eigenvalues rfl i = 0
  · -- zero modes have no overlap with `y`
    have hk : hs.eigenvectorBasis rfl i ∈ LinearMap.ker H := by
      rw [LinearMap.mem_ker, hs.apply_eigenvectorBasis, h0]
      simp
    rw [(Submodule.mem_orthogonal _ _).1 hy _ hk]
    simp
  · exact mul_le_mul_of_nonneg_right
      (hgap _ h0 (hs.hasEigenvalue_eigenvalues rfl i)) (sq_nonneg _)
```

## Positive $g$: an energy scale to divide by

Let $P$ project orthogonally onto $\ker H$ and set $y=x-Px$. As $HPx=0$,
$$E(y)=\operatorname{Re}\langle x-Px,Hx\rangle=E(x)-\operatorname{Re}\langle HPx,x\rangle=E(x).$$
Hence $\|x-Px\|^2\le E(x)/g$.

```lean
/-- If `H` is symmetric, `g > 0` and every nonzero eigenvalue of `H` is at least `g`, the
part of `x` outside the kernel has squared norm at most `⟨x, H x⟩ / g`. -/
theorem norm_sub_projection_le {H : E →ₗ[ℂ] E} (hs : H.IsSymmetric) {g : ℝ} (hg : 0 < g)
    (hgap : HasGap H g) (x : E) :
    ‖x - (LinearMap.ker H).starProjection x‖ ^ 2 ≤ energy H x / g := by
  have hy := (LinearMap.ker H).sub_starProjection_mem_orthogonal x
  have hk : H ((LinearMap.ker H).starProjection x) = 0 :=
    LinearMap.mem_ker.1 ((LinearMap.ker H).starProjection_apply_mem x)
  have hb := energy_ge_of_orthogonal hs hgap hy
  -- removing the kernel component does not change the energy
  have he : energy H (x - (LinearMap.ker H).starProjection x) = energy H x := by
    rw [energy, energy, map_sub, hk, sub_zero, inner_sub_left,
      ← hs ((LinearMap.ker H).starProjection x) x, hk,
      inner_zero_left, sub_zero]
  rw [le_div_iff₀ hg]
  linarith
```

The distance `Metric.infDist` is an infimum over kernel vectors, so it is at most $\|x-Px\|$.

For the converse, take $Hv=\mu v$ with $v,\mu\ne0$, and $k\in\ker H$. Then $\mu\langle v,k\rangle=\langle Hv,k\rangle=\langle v,Hk\rangle=0$, so $\|v-k\|^2=\|v\|^2+\|k\|^2\ge\|v\|^2$. The distance bound becomes $\|v\|^2\le\mu\|v\|^2/g$, hence $g\le\mu$.

For negative $g$ the equivalence can fail: $H=1$, $g=-1$ satisfies the certificate but not the distance bound.

```lean
/-- For positive semidefinite `H` and `g > 0`, the operator `H² - g H` is positive
semidefinite exactly when every `x` has squared distance to the kernel of `H` at most
`⟨x, H x⟩ / g`. -/
theorem certificate_iff_distance {H : E →ₗ[ℂ] E} (hH : H.IsPositive) {g : ℝ}
    (hg : 0 < g) :
    Certificate H g ↔
      ∀ x, Metric.infDist x (LinearMap.ker H : Set E) ^ 2 ≤ energy H x / g := by
  rw [certificate_iff_gap hH]
  constructor
  · intro hgap x
    have hd : Metric.infDist x (LinearMap.ker H : Set E)
        ≤ ‖x - (LinearMap.ker H).starProjection x‖ := by
      rw [← dist_eq_norm]
      exact Metric.infDist_le_dist_of_mem ((LinearMap.ker H).starProjection_apply_mem x)
    exact (pow_le_pow_left₀ Metric.infDist_nonneg hd 2).trans
      (norm_sub_projection_le hH.1 hg hgap x)
  · intro h μ h0 hμ
    obtain ⟨v, hv⟩ := hμ.exists_hasEigenvector
    have hpos : 0 < ‖v‖ ^ 2 := pow_pos (norm_pos_iff.mpr hv.2) 2
    -- `v` is orthogonal to the kernel, so no kernel vector is closer to `v` than the zero vector
    have hd : ‖v‖ ≤ Metric.infDist v (LinearMap.ker H : Set E) := by
      refine (Metric.le_infDist ⟨0, (LinearMap.ker H).zero_mem⟩).2 ?_
      intro k hk
      have e := hH.1 v k
      rw [hv.apply_eq_smul, LinearMap.mem_ker.1 hk, inner_smul_left, inner_zero_right,
        Complex.conj_ofReal] at e
      have hvk := (mul_eq_zero.1 e).resolve_left (Complex.ofReal_ne_zero.2 h0)
      have hn := norm_sub_sq (𝕜 := ℂ) v k
      rw [hvk, map_zero] at hn
      rw [dist_eq_norm]
      exact (sq_le_sq₀ (norm_nonneg _) (norm_nonneg _)).1 (by nlinarith [sq_nonneg ‖k‖])
    have h1 := (pow_le_pow_left₀ (norm_nonneg v) hd 2).trans (h v)
    rw [energy_eigenvector hv.apply_eq_smul, le_div_iff₀ hg] at h1
    exact le_of_mul_le_mul_right (by linarith : g * ‖v‖ ^ 2 ≤ μ * ‖v‖ ^ 2) hpos
```

## Normalisation: from distance to probability

For $\|x\|=1$, Pythagoras gives $\|Px\|^2=1-\|x-Px\|^2\ge1-E(x)/g$. For general $x$ the $1$ becomes $\|x\|^2$; at $x=0$ the unmodified bound would read $1\le0$.

For finite frustration-free spin models with zero ground energy, this turns a variational energy into a lower bound on ground-space weight. The hypotheses allow $\ker H=\{0\}$; then every normalised state has $E(x)\ge g$ and the lower bound is at most zero. A normalised state with $E(x)<g$ therefore shows that zero energy is attained.

```lean
/-- If `H` and `H² - g H` are positive semidefinite and `g > 0`, a normalised state `x`
has weight at least `1 - ⟨x, H x⟩ / g` in the kernel of `H`. -/
theorem kernel_weight_ge {H : E →ₗ[ℂ] E} (hH : H.IsPositive) {g : ℝ} (hg : 0 < g)
    (hc : Certificate H g) {x : E} (hx : ‖x‖ = 1) :
    1 - energy H x / g ≤ ‖(LinearMap.ker H).starProjection x‖ ^ 2 := by
  have hb := norm_sub_projection_le hH.1 hg ((certificate_iff_gap hH g).1 hc) x
  have ho := (Submodule.mem_orthogonal _ _).1
    ((LinearMap.ker H).sub_starProjection_mem_orthogonal x) _
    ((LinearMap.ker H).starProjection_apply_mem x)
  -- Pythagoras for the kernel component and the remainder
  have hp := norm_add_sq (𝕜 := ℂ) ((LinearMap.ker H).starProjection x)
    (x - (LinearMap.ker H).starProjection x)
  rw [ho, map_zero, add_sub_cancel, hx] at hp
  linarith

end

end GapCertificate
```

## Three levels in numbers

Take $H=\mathrm{diag}(0,2,5)$ and $g=2$. Then $H^2-2H=\mathrm{diag}(0,0,15)\ge0$. A state with populations $0.90,\,0.06,\,0.04$ has energy $0.32$. Its squared distance to the kernel is $0.10\le0.16$, and its kernel weight is $0.90\ge0.84$.

Cancelling an $H$ from $H^2\ge gH$ to get $H\ge g$ is wrong for $g>0$ when there are zero modes: here $H-2=\mathrm{diag}(-2,0,3)$.

```lean
#print axioms GapCertificate.certificate_iff_distance
#print axioms GapCertificate.kernel_weight_ge
```

```
'GapCertificate.certificate_iff_distance' depends on axioms: [propext, Classical.choice, Quot.sound]
'GapCertificate.kernel_weight_ge' depends on axioms: [propext, Classical.choice, Quot.sound]
```
